# Early-time power law for populations in a sequential first-order relaxation chain

Let states 0 → 1 → 2 → … decay one into the next with constant rates, state n with rate k(n), and let all population start in state 0, with the total normalised to 1. Then the population P_n(t) of state n satisfies

P_n(t) / tⁿ → k(0) k(1) ⋯ k(n−1) / n!  as t → 0+.

For three states A → B → G, with rate k₁ for the first step and k₂ for the second, this reads

G(t) / t² → k₁ k₂ / 2  as t → 0+.

The ground state G therefore starts to fill with zero slope, even though A starts to decay immediately.

## Relaxation through an intermediate state

In a surface-hopping simulation of a photoexcited molecule, trajectories may start on an upper excited state, hop to a lower one and only then reach the ground state. A common summary of such a run is a kinetic model for the fraction of trajectories on each state. Its rate constants stand for hopping probabilities per unit time that do not depend on how long a trajectory has already spent in its state.

Suppose that all trajectories start on the upper state and that the only route to the ground state leads through the intermediate one. Within this model of constant rates and one-way steps, a single exponential rise 1 − exp(−κt), with κ > 0, then has the wrong shape for the early ground-state population. The converse inference is unsafe: in real dynamics a delay can also arise because a wavepacket needs time to reach the region where hops occur.

## Rate equations and what is claimed

The populations obey, for t ≥ 0,

P_0′ = −k(0) P_0,
P_{n+1}′ = k(n) P_n − k(n+1) P_{n+1},

with P_0(0) = 1 and P_{n+1}(0) = 0 for all n ≥ 0. In Lean these four conditions are the fields `decay`, `feed`, `start` and `empty` of the structure `RelaxationChain k P`. Here `k : ℕ → ℝ` lists the rates, and `P n t` is the population of state n at time t.

The derivatives are taken within `Ici 0`, the half-line t ≥ 0. At t > 0 this is the ordinary derivative, and at t = 0 it is the derivative from the right. Values of `P` at negative times play no role. The notation `𝓝[>] 0` expresses the approach t → 0+.

There are three main results.

- `onset_power_law` is the limit for every n. Its right-hand side is `onsetCoeff k n`, the product of the first n rates over n!. For n = 0 the product is empty and the limit is 1.
- `ground_state_lag` is the three-state case, stated directly for functions A, B and G. Its k₁ and k₂ are the chain's k(0) and k(1), and G has no outgoing rate.
- `lags_behind_exponential` says that for every κ > 0 there is an initial time interval, excluding t = 0, on which P_{n+2}(t) < 1 − exp(−κt). The length of the interval may depend on κ and on the state.

The rates may be any real numbers, equal or different; the physical case is k(n) ≥ 0. A finite chain fits the scheme if its last state has outgoing rate zero and all later states stay empty. The model leaves out back-transfer, branching, time-dependent rates and the statistical noise of a finite set of trajectories.

The power law is a limit and gives no time range over which the leading power is accurate. The equal-rate solution below gives a feeling for this: there, with κ now the common rate of all steps, the leading power is too large by the factor exp(κt), about 10 % at κt = 0.1.

## From one state to the next

Let a population g feed an initially empty state f with rate c, and let f decay with rate κ:

f′ = c g − κ f, f(0) = 0.

Suppose that g(t)/tⁿ → L as t → 0+. Multiplication by exp(κt) removes the loss term:

(exp(κt) f)′ = κ exp(κt) f + exp(κt) (c g − κ f) = exp(κt) c g.

Both exp(κt) f(t) and tⁿ⁺¹ tend to zero, so l'Hôpital's rule applies. The ratio of their derivatives is

exp(κt) c g(t) / ((n+1) tⁿ) → c L / (n+1).

Hence exp(κt) f(t) / tⁿ⁺¹ has the same limit. Multiplying by exp(−κt), which tends to 1, gives

f(t) / tⁿ⁺¹ → c L / (n+1).

The loss rate κ has disappeared from the answer.

Now write K_n = k(0) ⋯ k(n−1) / n!. For n = 0, continuity gives P_0(t) → P_0(0) = 1 = K_0. If P_n(t)/tⁿ → K_n, the step above with c = k(n) and L = K_n gives

P_{n+1}(t) / tⁿ⁺¹ → k(n) K_n / (n+1) = K_{n+1}.

This is the power law by induction. For three states, A → 1 gives B/t → k₁, and this in turn gives G/t² → k₂ k₁ / 2.

## Comparison with a single exponential

Take a state at least two steps down the chain and set

D(t) = 1 − exp(−κt) − P_{n+2}(t), κ > 0.

Then D(0) = 0. The initial slope of the population is

P_{n+2}′(0) = k(n+1) P_{n+1}(0) − k(n+2) P_{n+2}(0) = 0,

because both states are empty at t = 0. So D′(0) = κ, which means D(t)/t → κ > 0 as t → 0+. For all sufficiently small t > 0 this quotient is positive, and so is D(t).

## A solution with equal rates

If every rate equals κ, the populations are Poisson weights:

P_n(t) = exp(−κt) (κt)ⁿ / n!.

At t = 0 they are 1 for n = 0 and 0 otherwise. Clearly P_0′ = −κ P_0, and the product rule gives

P_{n+1}′ = −κ P_{n+1} + exp(−κt) (n+1) (κt)ⁿ κ / (n+1)! = κ P_n − κ P_{n+1}.

This confirms that the conditions of `RelaxationChain` have a solution for each common rate.

## An intermediate state that is not empty at the start

Suppose the condition B(0) = 0 is omitted and everything else is kept. Take k₁ = 0, k₂ = 1 and

A(t) = 1, B(t) = exp(−t), G(t) = 1 − exp(−t).

All three rate equations hold, with A(0) = 1 and G(0) = 0. But G(t)/t → 1, so G(t)/t² grows without bound instead of tending to k₁k₂/2 = 0. The comparison with an exponential fails as well, since G equals the rise with κ = 1 at all times. The three populations add up to 2, so they are not fractions of the whole ensemble; they are measured in units of the initial population of A, which here never decays. Physically, A and B are equally populated at the start, and the ground state fills from B without delay.

## The Lean file

```lean
import Mathlib

open Filter Topology Set

namespace SequentialRelaxation

noncomputable section

/-- Populations `P n` of a chain of states `0 → 1 → 2 → …`, where state `n` decays into state
`n + 1` with rate `k n` and all population starts in state `0`. -/
structure RelaxationChain (k : ℕ → ℝ) (P : ℕ → ℝ → ℝ) : Prop where
  start : P 0 0 = 1
  empty : ∀ n, P (n + 1) 0 = 0
  decay : ∀ t, 0 ≤ t → HasDerivWithinAt (P 0) (-k 0 * P 0 t) (Ici 0) t
  feed : ∀ n t, 0 ≤ t →
    HasDerivWithinAt (P (n + 1)) (k n * P n t - k (n + 1) * P (n + 1) t) (Ici 0) t

/-- The onset coefficient of state `n`: the product of the `n` rates that lead to it, divided
by `n!`. -/
def onsetCoeff (k : ℕ → ℝ) (n : ℕ) : ℝ := (∏ i ∈ Finset.range n, k i) / (n.factorial : ℝ)

/-- One more step in the chain multiplies the onset coefficient by `k n / (n + 1)`. -/
theorem onsetCoeff_succ (k : ℕ → ℝ) (n : ℕ) :
    onsetCoeff k (n + 1) = k n * onsetCoeff k n / ((n : ℝ) + 1) := by
  unfold onsetCoeff
  rw [Finset.prod_range_succ, Nat.factorial_succ]
  push_cast
  rw [mul_div_assoc', div_div, mul_comm (k n), mul_comm (n.factorial : ℝ)]

/-- The exponential `exp (a t)` changes at the rate `a exp (a t)`. -/
theorem hasDerivAt_exp_rate (a t : ℝ) :
    HasDerivAt (fun u : ℝ => Real.exp (a * u)) (a * Real.exp (a * t)) t :=
  (((hasDerivAt_id' t).const_mul a).exp).congr_deriv (by ring)

/-- Integrating factor: if `f` is fed at rate `s` and lost at rate `κ f`, then `exp (κ t) f`
changes at the rate `exp (κ t) s`, without a loss term. -/
theorem integrating_factor {f : ℝ → ℝ} {κ s t : ℝ}
    (hf : HasDerivWithinAt f (s - κ * f t) (Ici 0) t) :
    HasDerivWithinAt (fun u => Real.exp (κ * u) * f u) (Real.exp (κ * t) * s) (Ici 0) t := by
  refine ((hasDerivAt_exp_rate κ t).hasDerivWithinAt.mul hf).congr_deriv ?_
  show κ * Real.exp (κ * t) * f t + Real.exp (κ * t) * (s - κ * f t) = _
  ring

/-- If a population `g` behaves as `L t ^ n` at early times and feeds an initially empty state
with rate `c`, that state fills as `c L t ^ (n + 1) / (n + 1)`, whatever its own loss rate `κ`. -/
theorem onset_step {f g : ℝ → ℝ} {c κ L : ℝ} {n : ℕ} (hf0 : f 0 = 0)
    (hf : ∀ t, 0 ≤ t → HasDerivWithinAt f (c * g t - κ * f t) (Ici 0) t)
    (hg : Tendsto (fun t => g t / t ^ n) (𝓝[>] 0) (𝓝 L)) :
    Tendsto (fun t => f t / t ^ (n + 1)) (𝓝[>] 0) (𝓝 (c * L / ((n : ℝ) + 1))) := by
  have hexp : ∀ a : ℝ, Tendsto (fun t : ℝ => Real.exp (a * t)) (𝓝[>] 0) (𝓝 1) := by
    intro a
    have h : Continuous (fun t : ℝ => Real.exp (a * t)) := by fun_prop
    have h0 := (h.tendsto 0).mono_left (nhdsWithin_le_nhds (s := Ioi 0))
    simpa only [mul_zero, Real.exp_zero] using h0
  have hflim : Tendsto f (𝓝[>] 0) (𝓝 0) := by
    have h : Tendsto f (𝓝[>] 0) (𝓝 (f 0)) :=
      (hf 0 le_rfl).continuousWithinAt.mono Ioi_subset_Ici_self
    rwa [hf0] at h
  have hpow : Tendsto (fun t : ℝ => t ^ (n + 1)) (𝓝[>] 0) (𝓝 0) := by
    have h : Continuous (fun t : ℝ => t ^ (n + 1)) := by fun_prop
    have h0 := (h.tendsto 0).mono_left (nhdsWithin_le_nhds (s := Ioi 0))
    simpa using h0
  -- l'Hôpital's rule for the population without its loss term
  have key : Tendsto (fun t => (Real.exp (κ * t) * f t) / t ^ (n + 1)) (𝓝[>] 0)
      (𝓝 (c * L / ((n : ℝ) + 1))) := by
    refine HasDerivAt.lhopital_zero_nhdsGT (f := fun t => Real.exp (κ * t) * f t)
      (g := fun t => t ^ (n + 1)) (f' := fun t => Real.exp (κ * t) * (c * g t))
      (g' := fun t => ((n : ℝ) + 1) * t ^ n) ?_ ?_ ?_ ?_ hpow ?_
    · filter_upwards [self_mem_nhdsWithin] with t ht
      exact (integrating_factor (hf t (le_of_lt ht))).hasDerivAt (Ici_mem_nhds ht)
    · exact Eventually.of_forall fun t => (hasDerivAt_pow (n + 1) t).congr_deriv (by simp)
    · filter_upwards [self_mem_nhdsWithin] with t ht
      have ht' : (0 : ℝ) < t := ht
      have h : ((n : ℝ) + 1) * t ^ n ≠ 0 := by positivity
      exact h
    · simpa using (hexp κ).mul hflim
    · have h := (hexp κ).mul (hg.const_mul (c / ((n : ℝ) + 1)))
      have e : 1 * (c / ((n : ℝ) + 1) * L) = c * L / ((n : ℝ) + 1) := by ring
      rw [e] at h
      have e' : ∀ t : ℝ, 0 < t → Real.exp (κ * t) * (c / ((n : ℝ) + 1) * (g t / t ^ n))
          = Real.exp (κ * t) * (c * g t) / (((n : ℝ) + 1) * t ^ n) := by
        intro t ht
        have hn : (n : ℝ) + 1 ≠ 0 := by positivity
        field_simp
      refine h.congr' ?_
      filter_upwards [self_mem_nhdsWithin] with t ht
      exact e' t ht
  -- the integrating factor tends to one and can be removed
  have h := (hexp (-κ)).mul key
  rw [one_mul] at h
  refine h.congr fun t => ?_
  have h1 : Real.exp (-κ * t) * Real.exp (κ * t) = 1 := by
    rw [← Real.exp_add, neg_mul, neg_add_cancel, Real.exp_zero]
  show Real.exp (-κ * t) * (Real.exp (κ * t) * f t / t ^ (n + 1)) = f t / t ^ (n + 1)
  linear_combination (f t / t ^ (n + 1)) * h1

/-- Onset law: the population of state `n`, divided by `t ^ n`, tends to the product of the `n`
rates leading to it over `n!` as `t → 0+`. -/
theorem onset_power_law {k : ℕ → ℝ} {P : ℕ → ℝ → ℝ} (h : RelaxationChain k P) (n : ℕ) :
    Tendsto (fun t => P n t / t ^ n) (𝓝[>] 0) (𝓝 (onsetCoeff k n)) := by
  induction n with
  | zero =>
    have h0 : Tendsto (P 0) (𝓝[>] 0) (𝓝 (P 0 0)) :=
      (h.decay 0 le_rfl).continuousWithinAt.mono Ioi_subset_Ici_self
    rw [h.start] at h0
    simpa [onsetCoeff] using h0
  | succ n ih =>
    rw [onsetCoeff_succ]
    exact onset_step (h.empty n) (h.feed n) ih

/-- Ground-state recovery in `A → B → G`, starting from `A` alone: `G(t) / t ^ 2` tends to
`k₁ k₂ / 2` as `t → 0+`. -/
theorem ground_state_lag {k₁ k₂ : ℝ} {A B G : ℝ → ℝ} (hA0 : A 0 = 1) (hB0 : B 0 = 0)
    (hG0 : G 0 = 0) (hA : ∀ t, 0 ≤ t → HasDerivWithinAt A (-k₁ * A t) (Ici 0) t)
    (hB : ∀ t, 0 ≤ t → HasDerivWithinAt B (k₁ * A t - k₂ * B t) (Ici 0) t)
    (hG : ∀ t, 0 ≤ t → HasDerivWithinAt G (k₂ * B t) (Ici 0) t) :
    Tendsto (fun t => G t / t ^ 2) (𝓝[>] 0) (𝓝 (k₁ * k₂ / 2)) := by
  have a0 : Tendsto A (𝓝[>] 0) (𝓝 (A 0)) :=
    (hA 0 le_rfl).continuousWithinAt.mono Ioi_subset_Ici_self
  rw [hA0] at a0
  have a1 : Tendsto (fun t => A t / t ^ 0) (𝓝[>] 0) (𝓝 1) := by simpa using a0
  -- `B` grows linearly, hence `G` quadratically
  have b1 := onset_step hB0 hB a1
  have g1 := onset_step (κ := 0) (n := 1) hG0
    (fun t ht => (hG t ht).congr_deriv (by ring)) b1
  have e : k₁ * k₂ / 2 = k₂ * (k₁ * 1 / (((0 : ℕ) : ℝ) + 1)) / (((1 : ℕ) : ℝ) + 1) := by
    push_cast
    ring
  rw [e]
  exact g1

/-- A state at least two steps down the chain lags behind every single-exponential rise
`1 - exp (-κ t)` with `κ > 0`: at sufficiently early times its population is strictly smaller. -/
theorem lags_behind_exponential {k : ℕ → ℝ} {P : ℕ → ℝ → ℝ} (h : RelaxationChain k P) (n : ℕ)
    {κ : ℝ} (hκ : 0 < κ) : ∀ᶠ t in 𝓝[>] 0, P (n + 2) t < 1 - Real.exp (-κ * t) := by
  have h0 : P (n + 2) 0 = 0 := h.empty (n + 1)
  -- the initial slope vanishes because the feeding state and the state itself are still empty
  have hp : HasDerivWithinAt (P (n + 2)) 0 (Ici 0) 0 :=
    (h.feed (n + 1) 0 le_rfl).congr_deriv (by simp [h.empty])
  have hd : HasDerivWithinAt (fun t => 1 - Real.exp (-κ * t) - P (n + 2) t) κ (Ioi 0) 0 :=
    (((hasDerivAt_exp_rate (-κ) 0).hasDerivWithinAt.const_sub 1).sub
      (hp.mono Ioi_subset_Ici_self)).congr_deriv (by simp)
  have hs := (hasDerivWithinAt_iff_tendsto_slope' (by simp)).1 hd
  filter_upwards [hs.eventually (lt_mem_nhds hκ), self_mem_nhdsWithin] with t h1 ht
  have ht' : (0 : ℝ) < t - 0 := by simpa using ht
  rw [slope_def_field] at h1
  have h2 : 0 < (1 - Real.exp (-κ * t) - P (n + 2) t)
      - (1 - Real.exp (-κ * 0) - P (n + 2) 0) := (div_pos_iff_of_pos_right ht').1 h1
  rw [h0, mul_zero, Real.exp_zero] at h2
  linarith

/-- With equal rates `κ` the Poisson populations `exp (-κ t) (κ t) ^ n / n!` satisfy the rate
equations and initial conditions of the chain. -/
theorem relaxationChain_witness (κ : ℝ) : RelaxationChain (fun _ => κ)
    (fun n t => Real.exp (-κ * t) * (κ * t) ^ n / (n.factorial : ℝ)) where
  start := by simp
  empty := by intro n; simp
  decay := by
    intro t _
    simpa using (hasDerivAt_exp_rate (-κ) t).hasDerivWithinAt (s := Ici 0)
  feed := by
    intro n t _
    have hp : HasDerivAt (fun u : ℝ => (κ * u) ^ (n + 1))
        (((n : ℝ) + 1) * (κ * t) ^ n * κ) t := by
      simpa using ((hasDerivAt_id' t).const_mul κ).fun_pow (n + 1)
    have hr : ((n : ℝ) + 1) / ((n + 1).factorial : ℝ) = 1 / (n.factorial : ℝ) := by
      have hn : (n : ℝ) + 1 ≠ 0 := by positivity
      rw [Nat.factorial_succ]
      push_cast
      rw [← div_div, div_self hn]
    refine (((hasDerivAt_exp_rate (-κ) t).mul hp).div_const
      ((n + 1).factorial : ℝ)).hasDerivWithinAt.congr_deriv ?_
    linear_combination κ * Real.exp (-κ * t) * (κ * t) ^ n * hr

end

end SequentialRelaxation
```

```lean
#print axioms SequentialRelaxation.onset_power_law
-- 'SequentialRelaxation.onset_power_law' depends on axioms: [propext, Classical.choice, Quot.sound]
#print axioms SequentialRelaxation.ground_state_lag
-- 'SequentialRelaxation.ground_state_lag' depends on axioms: [propext, Classical.choice, Quot.sound]
#print axioms SequentialRelaxation.lags_behind_exponential
-- 'SequentialRelaxation.lags_behind_exponential' depends on axioms: [propext, Classical.choice, Quot.sound]
```

## Where the steps appear in the code

`onsetCoeff_succ` is the recursion K_{n+1} = k(n) K_n / (n+1). `hasDerivAt_exp_rate` differentiates exp(at), and `integrating_factor` combines it with the product rule; the final `ring` cancels the two loss terms.

`onset_step` carries the main argument. It first collects three limits: `hexp` for exp(at) → 1, `hflim` for f(t) → 0 and `hpow` for tⁿ⁺¹ → 0. The statement `key` then applies Mathlib's l'Hôpital rule, `HasDerivAt.lhopital_zero_nhdsGT`. That rule asks for ordinary derivatives at small t > 0, and `Ici_mem_nhds` supplies them, since a point t > 0 lies in the interior of the half-line. The remaining conditions are that the derivative (n+1)tⁿ is non-zero, that numerator and denominator vanish in the limit, and that the ratio of derivatives converges. The last lines multiply by exp(−κt) and use exp(−κt) exp(κt) = 1 to recover f itself.

`onset_power_law` is the induction. Its `zero` case is the continuity of P_0 at the origin, and its `succ` case is one call of `onset_step` with the induction hypothesis `ih`. `ground_state_lag` calls the same lemma twice: `b1` is the linear growth of B, and `g1` is the quadratic growth of G, with loss rate `κ := 0` because G does not decay.

In `lags_behind_exponential`, `hp` is the vanishing initial slope and `hd` is D′(0) = κ. The lemma `hasDerivWithinAt_iff_tendsto_slope'` turns this derivative into the limit of the quotient (D(t) − D(0))/(t − 0). Since the limit is positive, the quotient is positive for small t > 0, and multiplying by t gives the inequality.

`relaxationChain_witness` checks the Poisson populations field by field. Within it, `hp` differentiates (κt)ⁿ⁺¹, and `hr` is the cancellation (n+1)/(n+1)! = 1/n! that turns the gain term into κ P_n.
